# Adding a fermionic mode preserves the anticommutation relations and the normalised vacuum

The theorem `addMode_spec` starts from finitely many fermionic creation operators, given as finite complex matrices that obey the canonical anticommutation relations, and a normalised vector that all their adjoints annihilate. It doubles the space and adds one mode: the new creation operator carries the first copy of the old space to the second, while each old operator acts as before on the first copy and with a minus sign on the second. The claim is that the enlarged set obeys the same relations, and that the old vacuum, placed in the first copy with zero in the second, is a normalised vacuum for it. The proof treats new and old modes case by case with block matrices, and checks the normalisation by writing the inner product as a sum over both copies.

This version doesn't compile in Lean 4 with Mathlib:

```lean
import Mathlib

open Matrix

namespace GeminalPower

noncomputable section

variable {n : Type*} [Fintype n] [DecidableEq n] {M : ℕ}

/-- The matrices `c p` are fermionic creation operators: together with their adjoints they obey
the canonical anticommutation relations. -/
structure IsFermi {ι : Type*} [DecidableEq ι] (c : ι → Matrix n n ℂ) : Prop where
  cc : ∀ p q, c p * c q + c q * c p = 0
  ac : ∀ p q, (c p)ᴴ * c q + c q * (c p)ᴴ = if p = q then 1 else 0

/-- The vector `v` is a normalised vacuum: every annihilation operator sends it to zero. -/
structure IsVacuum {ι : Type*} (c : ι → Matrix n n ℂ) (v : n → ℂ) : Prop where
  kill : ∀ p, (c p)ᴴ *ᵥ v = 0
  unit : star v ⬝ᵥ v = 1

/-- Enlarges a set of creation operators by one new mode, with the sign of Jordan and Wigner on
the old ones. -/
def addMode {N : ℕ} (c : Fin N → Matrix n n ℂ) : Fin (N + 1) → Matrix (n ⊕ n) (n ⊕ n) ℂ :=
  Fin.cons (fromBlocks 0 0 1 0) fun i => fromBlocks (c i) 0 0 (-(c i))

/-- Adding a mode preserves the anticommutation relations and the vacuum. -/
theorem addMode_spec {N : ℕ} {c : Fin N → Matrix n n ℂ} {v : n → ℂ}
    (h : IsFermi c ∧ IsVacuum c v) :
    IsFermi (addMode c) ∧ IsVacuum (addMode c) (Sum.elim v 0) := by
  refine ⟨⟨fun p q => ?_, fun p q => ?_⟩, ⟨fun p => ?_, ?_⟩⟩
  · cases p using Fin.cases <;> cases q using Fin.cases <;>
      simp [addMode, fromBlocks_multiply, fromBlocks_add, h.1.cc]
  · cases p using Fin.cases with
    | zero =>
      cases q using Fin.cases with
      | zero => simp [addMode, fromBlocks_multiply, fromBlocks_add, fromBlocks_conjTranspose]
      | succ j =>
        rw [if_neg (Fin.succ_ne_zero j).symm]
        simp [addMode, fromBlocks_multiply, fromBlocks_add, fromBlocks_conjTranspose]
    | succ i =>
      cases q using Fin.cases with
      | zero =>
        rw [if_neg (Fin.succ_ne_zero i)]
        simp [addMode, fromBlocks_multiply, fromBlocks_add, fromBlocks_conjTranspose]
      | succ j =>
        by_cases e : i = j <;>
          simp [addMode, fromBlocks_multiply, fromBlocks_add, fromBlocks_conjTranspose,
            h.1.ac, e]
  · cases p using Fin.cases <;> ext i <;> cases i <;>
      simp [addMode, fromBlocks_conjTranspose, fromBlocks_mulVec, h.2.kill]
  · have e := h.2.unit
    simp only [dotProduct, Pi.star_apply] at e
    simp [dotProduct, Fintype.sum_sum_type, e]

end

end GeminalPower
```

Compiling this gives:

```
Main.lean:52:2: error: unsolved goals
case refine_4
n : Type u_1
inst✝¹ : Fintype n
inst✝ : DecidableEq n
N : ℕ
c : Fin N → Matrix n n ℂ
v : n → ℂ
h : IsFermi c ∧ IsVacuum c v
e : ∑ x, star (v x) * v x = 1
⊢ ∑ a₁, (starRingEnd ℂ) (v a₁) * v a₁ = 1
Main.lean:54:44: warning: This simp argument is unused:
  e

Hint: Omit it from the simp argument list.
  [apply] simp [dotProduct, Fintype.sum_sum_type]

Note: This linter can be disabled with `set_option linter.unusedSimpArgs false`
```

Cause. Only the normalisation of the enlarged vacuum fails. The goal left over and the hypothesis `e` say the same thing, but write complex conjugation differently: `e` has `star (v x)`, the goal `(starRingEnd ℂ) (v a₁)`.

The restricted `simp only` unfolds the inner product in `e` and leaves `star` in place. The full `simp` on the goal also turns `star` on `ℂ` into `starRingEnd ℂ`, its normal form. It does so inside the sum before it tries to rewrite the sum as a whole, so the left side of `e` no longer matches. Hence the warning that `e` is unused: it was supplied, but never applied.

The repair replaces the three lines by `simpa [dotProduct, Fintype.sum_sum_type] using h.2.unit`. This simplifies both the goal and the old normalisation `h.2.unit` with the same rules, so conjugation takes the form `starRingEnd ℂ` in both, and the two agree.

After these edits no error is left:

```diff
@@ -50,7 +50,5 @@
   · cases p using Fin.cases <;> ext i <;> cases i <;>
       simp [addMode, fromBlocks_conjTranspose, fromBlocks_mulVec, h.2.kill]
-  · have e := h.2.unit
-    simp only [dotProduct, Pi.star_apply] at e
-    simp [dotProduct, Fintype.sum_sum_type, e]
+  · simpa [dotProduct, Fintype.sum_sum_type] using h.2.unit
 
 end
```
